# The von Neumann entropy of a qubit falls strictly with its Bloch length, from log 2 to 0

A qubit state with Bloch vector \(v=(v_0,v_1,v_2)\) of length \(r\) has eigenvalues \((1+r)/2\) and \((1-r)/2\). Its von Neumann entropy, in natural units, is therefore

\[
S(r) = -\frac{1+r}{2}\log\frac{1+r}{2}-\frac{1-r}{2}\log\frac{1-r}{2},
\qquad 0\le r\le 1,
\]

with \(0\log 0=0\). This function is strictly decreasing on \([0,1]\), from \(\log 2\) at \(r=0\), the maximally mixed state, to \(0\) at \(r=1\), where the state is pure. The components \(v_0,v_1,v_2\) belong to the \(x\), \(y\) and \(z\) directions; they are numbered from zero to match the Lean code.

## Single-site entropies from three expectation values

A simulation of many spins one-half often needs the entropy of one site. The reduced density matrix of that site is fixed by the expectation values of \(\sigma_x,\sigma_y,\sigma_z\), which are the components of its Bloch vector. A code that already records these three numbers can compute \(r\) and evaluate \(S(r)\) without building or diagonalising a matrix. If the state of all the spins together is pure, \(S(r)\) is the entanglement entropy between the site and the rest; the formula holds for a single two-level site and does not extend to blocks of several sites.

The monotonicity is useful when only a comparison is needed. Of two single-qubit states, the one with the longer Bloch vector has the lower entropy, whatever the directions of the vectors. A code that follows one qubit under noise can thus read off from \(r\) alone whether its entropy has risen or fallen between two time steps.

Rounding or sampling error can push a computed \(r\) slightly above 1. The matrix then has a negative eigenvalue and is no longer a state, and a floating-point logarithm of that eigenvalue typically returns NaN. A code should report an error if \(r\) exceeds 1 by more than a stated tolerance, replace \(r\) by 1 if the excess is smaller, and set the term \(0\log 0\) to zero explicitly, since floating-point arithmetic typically returns NaN for it as well.

## Eigenvalues from the trace and the determinant

The state is \(\rho=\tfrac12(1+v_0\sigma_x+v_1\sigma_y+v_2\sigma_z)\). With the Pauli matrices inserted,

\[
\rho=\frac12\begin{pmatrix}1+v_2 & v_0-iv_1\\ v_0+iv_1 & 1-v_2\end{pmatrix}.
\]

The diagonal entries are real and the off-diagonal entries are complex conjugates of each other, so \(\rho\) is Hermitian and its eigenvalues \(a\) and \(b\) are real. The trace is \(1\). The determinant is

\[
\det\rho=\frac{(1+v_2)(1-v_2)-(v_0-iv_1)(v_0+iv_1)}{4}
=\frac{1-v_0^2-v_1^2-v_2^2}{4}=\frac{1-r^2}{4}.
\]

Hence \(a+b=1\) and \(ab=(1-r^2)/4\). It follows that

\[
\Bigl(a-\frac{1+r}{2}\Bigr)\Bigl(a-\frac{1-r}{2}\Bigr)
=a^2-a+\frac{1-r^2}{4}=a^2-a+ab=a(a+b-1)=0.
\]

So \(a\) is one of the two values \((1\pm r)/2\), and \(b=1-a\) is the other. At \(r=0\) both equal \(1/2\).

Since \(r\ge 0\), the smaller eigenvalue is \((1-r)/2\). The matrix is positive semidefinite exactly when this number is nonnegative, which means \(r\le 1\).

Conversely, let \(\rho\) be any positive semidefinite \(2\times2\) matrix with trace one, with rows and columns numbered 0 and 1. Set

\[
v_0=2\,\mathrm{Re}\,\rho_{01},\qquad
v_1=-2\,\mathrm{Im}\,\rho_{01},\qquad
v_2=2\rho_{00}-1 .
\]

The entry \(\rho_{00}\) is real by Hermiticity. The displayed matrix then has the correct entries \(\rho_{00}\) and \(\rho_{01}\); Hermiticity supplies \(\rho_{10}\), and the trace condition supplies \(\rho_{11}=1-\rho_{00}\). Positivity gives \(r\le1\), so every qubit density matrix comes from a Bloch vector in the closed unit ball.

## Why a longer Bloch vector means less entropy

The von Neumann entropy is the sum of \(-p\log p\) over the eigenvalues \(p\). With \(p=(1+r)/2\) the other eigenvalue is \(1-p\), and the sum is the binary entropy

\[
h(p)=-p\log p-(1-p)\log(1-p).
\]

For \(1/2<p<1\),

\[
h'(p)=-\log p-1+\log(1-p)+1=\log\frac{1-p}{p}<0 .
\]

As \(h\) is continuous on \([1/2,1]\), it is strictly decreasing on the whole closed interval. The map \(r\mapsto(1+r)/2\) is increasing and takes \([0,1]\) onto \([1/2,1]\), so \(S(r)=h((1+r)/2)\) is strictly decreasing on \([0,1]\). At the ends,

\[
S(0)=h(1/2)=-2\cdot\tfrac12\log\tfrac12=\log 2,\qquad S(1)=h(1)=0 .
\]

## Lean source for the spectrum and the entropy

```lean
import Mathlib

open Matrix Set
open scoped ComplexOrder

namespace BlochEntropy

noncomputable section

/-- The Pauli matrix `σ_x`. -/
def σx : Matrix (Fin 2) (Fin 2) ℂ := !![0, 1; 1, 0]

/-- The Pauli matrix `σ_y`. -/
def σy : Matrix (Fin 2) (Fin 2) ℂ := !![0, -Complex.I; Complex.I, 0]

/-- The Pauli matrix `σ_z`. -/
def σz : Matrix (Fin 2) (Fin 2) ℂ := !![1, 0; 0, -1]

/-- The matrix `(1 + v·σ)/2` with Bloch vector `v`. -/
def blochState (v : Fin 3 → ℝ) : Matrix (Fin 2) (Fin 2) ℂ :=
  (1 / 2 : ℂ) • (1 + (v 0 : ℂ) • σx + (v 1 : ℂ) • σy + (v 2 : ℂ) • σz)

/-- The Euclidean length of a Bloch vector. -/
def blochLength (v : Fin 3 → ℝ) : ℝ := √(v 0 ^ 2 + v 1 ^ 2 + v 2 ^ 2)

/-- The von Neumann entropy `-∑ p log p` over the eigenvalues `p` of a Hermitian matrix,
with `0 log 0 = 0`. -/
def vonNeumannEntropy {ρ : Matrix (Fin 2) (Fin 2) ℂ} (h : ρ.IsHermitian) : ℝ :=
  ∑ i, Real.negMulLog (h.eigenvalues i)

/-- The matrix `(1 + v·σ)/2` written out in components. -/
theorem blochState_eq (v : Fin 3 → ℝ) :
    blochState v = !![(1 + (v 2 : ℂ)) / 2, ((v 0 : ℂ) - v 1 * Complex.I) / 2;
      ((v 0 : ℂ) + v 1 * Complex.I) / 2, (1 - (v 2 : ℂ)) / 2] := by
  ext i j
  fin_cases i <;> fin_cases j <;> simp [blochState, σx, σy, σz] <;> ring

/-- The matrix `(1 + v·σ)/2` is Hermitian for every real vector `v`. -/
theorem blochState_isHermitian (v : Fin 3 → ℝ) : (blochState v).IsHermitian := by
  rw [blochState_eq]
  ext i j
  fin_cases i <;> fin_cases j <;> apply Complex.ext <;> simp

/-- The eigenvalues of `(1 + v·σ)/2` are `(1 + r)/2` and `(1 - r)/2`, in one order or the
other, where `r` is the length of `v`. -/
theorem blochState_eigenvalues (v : Fin 3 → ℝ) :
    ((blochState_isHermitian v).eigenvalues 0 = (1 + blochLength v) / 2 ∧
      (blochState_isHermitian v).eigenvalues 1 = (1 - blochLength v) / 2) ∨
    ((blochState_isHermitian v).eigenvalues 0 = (1 - blochLength v) / 2 ∧
      (blochState_isHermitian v).eigenvalues 1 = (1 + blochLength v) / 2) := by
  have hr : blochLength v ^ 2 = v 0 ^ 2 + v 1 ^ 2 + v 2 ^ 2 := Real.sq_sqrt (by positivity)
  have htr : (blochState v).trace = 1 := by
    rw [blochState_eq, Matrix.trace_fin_two_of]; ring
  have hdet : (blochState v).det = (((1 - blochLength v ^ 2) / 4 : ℝ) : ℂ) := by
    rw [blochState_eq, Matrix.det_fin_two_of, hr]
    push_cast
    linear_combination ((v 1 : ℂ) ^ 2 / 4) * Complex.I_sq
  have ht := (blochState_isHermitian v).trace_eq_sum_eigenvalues
  have hd := (blochState_isHermitian v).det_eq_prod_eigenvalues
  rw [htr, Fin.sum_univ_two] at ht
  rw [hdet, Fin.prod_univ_two] at hd
  generalize (blochState_isHermitian v).eigenvalues 0 = a at *
  generalize (blochState_isHermitian v).eigenvalues 1 = b at *
  -- the trace and the determinant give the sum and the product of the eigenvalues
  have hs : a + b = 1 := by
    apply Complex.ofReal_injective
    rw [Complex.ofReal_add, Complex.ofReal_one]
    exact ht.symm
  have hp : a * b = (1 - blochLength v ^ 2) / 4 := by
    apply Complex.ofReal_injective
    rw [Complex.ofReal_mul]
    exact hd.symm
  have hq : (a - (1 + blochLength v) / 2) * (a - (1 - blochLength v) / 2) = 0 := by
    linear_combination a * hs - hp
  rcases mul_eq_zero.1 hq with h | h
  · exact Or.inl ⟨by linarith, by linarith⟩
  · exact Or.inr ⟨by linarith, by linarith⟩

/-- The matrix `(1 + v·σ)/2` is positive semidefinite exactly when `v` lies in the closed
unit ball. -/
theorem blochState_posSemidef_iff (v : Fin 3 → ℝ) :
    (blochState v).PosSemidef ↔ blochLength v ≤ 1 := by
  have hr : 0 ≤ blochLength v := Real.sqrt_nonneg _
  rw [(blochState_isHermitian v).posSemidef_iff_eigenvalues_nonneg]
  constructor
  · intro h
    have h0 : 0 ≤ (blochState_isHermitian v).eigenvalues 0 := h 0
    have h1 : 0 ≤ (blochState_isHermitian v).eigenvalues 1 := h 1
    rcases blochState_eigenvalues v with ⟨a, b⟩ | ⟨a, b⟩ <;> linarith
  · intro h
    have key : ∀ i, 0 ≤ (blochState_isHermitian v).eigenvalues i := by
      rw [Fin.forall_fin_two]
      rcases blochState_eigenvalues v with ⟨a, b⟩ | ⟨a, b⟩ <;> constructor <;> linarith
    exact fun i => key i

/-- Every qubit density matrix (positive semidefinite, trace one) is `(1 + v·σ)/2` for a
Bloch vector `v` of length at most one. -/
theorem exists_blochState {ρ : Matrix (Fin 2) (Fin 2) ℂ} (hρ : ρ.PosSemidef)
    (htr : ρ.trace = 1) : ∃ v, blochLength v ≤ 1 ∧ ρ = blochState v := by
  have h00 := congrArg Complex.im (hρ.isHermitian.apply 0 0)
  have hre := congrArg Complex.re (hρ.isHermitian.apply 1 0)
  have him := congrArg Complex.im (hρ.isHermitian.apply 1 0)
  change -(ρ 0 0).im = (ρ 0 0).im at h00
  change (ρ 0 1).re = (ρ 1 0).re at hre
  change -(ρ 0 1).im = (ρ 1 0).im at him
  rw [Matrix.trace_fin_two] at htr
  have tre := congrArg Complex.re htr
  have tim := congrArg Complex.im htr
  rw [Complex.add_re, Complex.one_re] at tre
  rw [Complex.add_im, Complex.one_im] at tim
  -- read the Bloch vector off the matrix elements
  have h : ρ = blochState ![2 * (ρ 0 1).re, -2 * (ρ 0 1).im, 2 * (ρ 0 0).re - 1] := by
    rw [blochState_eq]
    ext i j
    fin_cases i <;> fin_cases j <;> apply Complex.ext <;> simp <;> linarith
  refine ⟨_, (blochState_posSemidef_iff _).1 ?_, h⟩
  rw [← h]
  exact hρ

/-- The von Neumann entropy of `(1 + v·σ)/2` is the binary entropy of `(1 + r)/2`, where `r`
is the length of `v`. -/
theorem entropy_blochState (v : Fin 3 → ℝ) :
    vonNeumannEntropy (blochState_isHermitian v) =
      Real.binEntropy ((1 + blochLength v) / 2) := by
  have h : 1 - (1 + blochLength v) / 2 = (1 - blochLength v) / 2 := by ring
  rw [vonNeumannEntropy, Fin.sum_univ_two,
    Real.binEntropy_eq_negMulLog_add_negMulLog_one_sub, h]
  rcases blochState_eigenvalues v with ⟨a, b⟩ | ⟨a, b⟩
  · rw [a, b]
  · rw [a, b, add_comm]

/-- The binary entropy of `(1 + r)/2` is strictly decreasing for `r` in `[0,1]`, with value
`log 2` at `r = 0` and `0` at `r = 1`. -/
theorem entropy_strictAntiOn :
    StrictAntiOn (fun r : ℝ => Real.binEntropy ((1 + r) / 2)) (Icc 0 1) ∧
      Real.binEntropy ((1 + 0) / 2) = Real.log 2 ∧ Real.binEntropy ((1 + 1) / 2) = 0 := by
  refine ⟨?_, ?_, ?_⟩
  · intro a ha b hb hab
    exact Real.binEntropy_strictAntiOn ⟨by linarith [ha.1], by linarith [ha.2]⟩
      ⟨by linarith [hb.1], by linarith [hb.2]⟩ (by linarith)
  · rw [show ((1 + 0) / 2 : ℝ) = 2⁻¹ by norm_num, Real.binEntropy_two_inv]
  · rw [show ((1 + 1) / 2 : ℝ) = 1 by norm_num, Real.binEntropy_one]

/-- Of two qubit states with Bloch vectors of different length, both at most one, the state
with the longer vector has the strictly smaller von Neumann entropy. -/
theorem entropy_lt_of_length_lt {v w : Fin 3 → ℝ} (hvw : blochLength v < blochLength w)
    (hw : blochLength w ≤ 1) :
    vonNeumannEntropy (blochState_isHermitian w) <
      vonNeumannEntropy (blochState_isHermitian v) := by
  rw [entropy_blochState, entropy_blochState]
  exact entropy_strictAntiOn.1 ⟨Real.sqrt_nonneg _, hvw.le.trans hw⟩
    ⟨Real.sqrt_nonneg _, hw⟩ hvw

end

end BlochEntropy
```

```lean
#print axioms BlochEntropy.exists_blochState
#print axioms BlochEntropy.entropy_lt_of_length_lt
```

```
'BlochEntropy.exists_blochState' depends on axioms: [propext, Classical.choice, Quot.sound]
'BlochEntropy.entropy_lt_of_length_lt' depends on axioms: [propext, Classical.choice, Quot.sound]
```

## How the definitions represent a qubit

`blochState v` is the matrix \((1+v\cdot\sigma)/2\), built from explicit Pauli matrices in the basis where \(\sigma_z\) is diagonal. The name is wider than textbook use: the definition accepts any real vector, and the result is a physical state only when `blochLength v ≤ 1`. The vector has type `Fin 3 → ℝ`, three real numbers with indices 0, 1 and 2. `blochLength` writes out the Euclidean length because the default norm on that type in Mathlib is the largest absolute component.

`vonNeumannEntropy` takes a proof `h` that a \(2\times2\) complex matrix is Hermitian and sums `Real.negMulLog`, the function \(-p\log p\), over the eigenvalues that Mathlib assigns to the matrix. The binary entropy formula is thus derived from the spectrum and is not built into the definition. The logarithm is natural; for entropy in bits, divide by \(\log 2\).

## What is guaranteed for a Bloch vector

- `blochState_eigenvalues` gives the two eigenvalues for every real \(v\). It leaves open which of them carries index 0, so a code should not infer an ordering from it.
- `blochState_posSemidef_iff` says that the matrix is positive semidefinite if and only if \(r\le1\).
- `exists_blochState` says that every positive semidefinite \(2\times2\) matrix with trace one equals `blochState v` for some \(v\) of length at most one. With this theorem, the results about Bloch vectors apply to all qubit density matrices.
- `entropy_blochState` equates the entropy with `Real.binEntropy ((1 + blochLength v) / 2)`. It has no hypothesis on \(r\), but for \(r>1\) both sides rely on Mathlib's convention \(\log x=\log|x|\) for negative \(x\) and have no physical meaning.
- `entropy_strictAntiOn` states the strict decrease on the closed interval `Icc 0 1` and the two endpoint values. It concerns the function of \(r\); `entropy_blochState` carries it over to states.
- `entropy_lt_of_length_lt` compares two states directly. If \(v\) is shorter than \(w\), and \(w\) has length at most one, then the state of \(w\) has strictly smaller entropy. The bound on \(v\) follows from the other two conditions.

## From matrix entries to entropy in the Lean proofs

`blochState_eq` computes the four entries of the matrix, and `blochState_isHermitian` compares real and imaginary parts entry by entry.

The main calculation is in `blochState_eigenvalues`. The facts `htr` and `hdet` are the trace and the determinant found above; the determinant needs \(i^2=-1\), which enters as `Complex.I_sq`. Mathlib's theorems `trace_eq_sum_eigenvalues` and `det_eq_prod_eigenvalues` turn them into equations for the sum and the product of the eigenvalues. These are equations between complex numbers, and `Complex.ofReal_injective` brings them back to the reals as `hs` and `hp`. The step `hq` is the factorised quadratic, obtained as \(a\) times the sum equation minus the product equation. One of the two factors must vanish, and `linarith` finds the other eigenvalue in each case.

`blochState_posSemidef_iff` replaces positivity by nonnegative eigenvalues and treats both possible orders. `exists_blochState` extracts the Hermiticity and trace conditions as real equations, inserts the vector read off from the matrix elements, and obtains the length bound from the positivity criterion.

In `entropy_blochState` the binary entropy is split into two `negMulLog` terms, which match the two eigenvalues; if their order is reversed, `add_comm` swaps the terms. For the monotonicity, `entropy_strictAntiOn` uses Mathlib's theorem `Real.binEntropy_strictAntiOn` on \([1/2,1]\) where the derivation above uses the derivative. What remains is to show that \((1+r)/2\) lies in that interval and increases with \(r\). The final comparison rewrites both entropies and applies this result to the two lengths.

## Limits for measured and rounded data

The theorems start from a matrix or a vector that is already given. The step to a real simulation is the identification of \(v\) with the expectation values of \(\sigma_x,\sigma_y,\sigma_z\) at the site in question. If a code records the spin components \(\sigma/2\) instead (in units of \(\hbar\)), they must first be doubled. If the values come from a truncated wave function or a finite sample and satisfy \(r\le1\), the formula gives the entropy of the state they describe, which may differ from that of the intended state.

The theorems concern real and complex numbers, so they set no error bound for a floating-point evaluation. Such a bound needs care near \(r=1\): differentiating the formula gives \(S'(r)=\tfrac12\log\frac{1-r}{1+r}\), which tends to \(-\infty\) there, so a small error in the length of a nearly pure state is amplified in its entropy.

The result is also specific to dimension two. There the trace condition leaves a single free eigenvalue, and \(r\) determines it. In dimension three or higher, the length of a generalised Bloch vector fixes \(\mathrm{Tr}\,\rho^2\) but in general not the whole spectrum, and the length alone does not determine the entropy. A code for larger systems needs more information about the spectrum, for example the eigenvalues themselves.
